# For a nucleus shared equally between sites a and −a, the harmonic estimate of the elastic factor is too low when ka is a nonzero multiple of π

A nucleus is found at the points `a` and `-a` with probability 1/2 each, and its elastic factor at wavenumber `k` is the squared modulus of the average of exp(ikx). The theorem `harmonic_underestimates` states that if ka = nπ for a nonzero integer n, this factor equals 1, while the harmonic estimate exp(−k²σ²), with σ² the variance of the position, is strictly less than 1. The attempt uses two earlier theorems to rewrite the factor as cos²(ka) and the estimate as exp(−(ka)²), then puts nπ for ka. The first claim then follows from sin(nπ) = 0, and the second from the exponent −(nπ)² being negative.

As first written in Lean, the proof fails:

```lean
import Mathlib

open Real Set

namespace HarmonicUnderestimates

noncomputable section

/-- The elastic factor of a nucleus found at position `x i` with probability `p i`:
the squared modulus of the average of `exp (i k x)`. -/
def elasticFactor {ι : Type*} [Fintype ι] (p x : ι → ℝ) (k : ℝ) : ℝ :=
  ‖∑ i, (p i : ℂ) * Complex.exp (((k * x i : ℝ) : ℂ) * Complex.I)‖ ^ 2

/-- The variance of the nuclear position, mean square minus squared mean. -/
def positionVariance {ι : Type*} [Fintype ι] (p x : ι → ℝ) : ℝ :=
  ∑ i, p i * x i ^ 2 - (∑ i, p i * x i) ^ 2

/-- The harmonic (Gaussian) estimate of the elastic factor, computed from the variance. -/
def harmonicFactor {ι : Type*} [Fintype ι] (p x : ι → ℝ) (k : ℝ) : ℝ :=
  exp (-(k ^ 2 * positionVariance p x))

/-- Equal occupation of two sites. -/
def equalOccupation : Fin 2 → ℝ := fun _ => 1 / 2

/-- The two sites `a` and `-a`. -/
def twoSites (a : ℝ) : Fin 2 → ℝ := ![a, -a]

/-- A nucleus occupying `a` and `-a` equally has elastic factor `cos² (k a)`. -/
theorem elasticFactor_twoSites (k a : ℝ) :
    elasticFactor equalOccupation (twoSites a) k = cos (k * a) ^ 2 := by
  -- the two phases are complex conjugates, so their average is a cosine
  have h : ∑ i, (equalOccupation i : ℂ) *
      Complex.exp (((k * twoSites a i : ℝ) : ℂ) * Complex.I) = ((cos (k * a) : ℝ) : ℂ) := by
    simp only [Fin.sum_univ_two, equalOccupation, twoSites, Matrix.cons_val_zero,
      Matrix.cons_val_one, Complex.exp_mul_I, mul_neg, Complex.ofReal_neg,
      Complex.cos_neg, Complex.sin_neg]
    push_cast
    ring
  rw [elasticFactor, h, Complex.norm_real, Real.norm_eq_abs, sq_abs]

/-- For the same nucleus the harmonic estimate is `exp (-(k a)²)`. -/
theorem harmonicFactor_twoSites (k a : ℝ) :
    harmonicFactor equalOccupation (twoSites a) k = exp (-(k * a) ^ 2) := by
  have h : positionVariance equalOccupation (twoSites a) = a ^ 2 := by
    simp only [positionVariance, Fin.sum_univ_two, equalOccupation, twoSites,
      Matrix.cons_val_zero, Matrix.cons_val_one]
    ring
  rw [harmonicFactor, h, mul_pow]

/-- When `k a` is a nonzero integer multiple of `π`, the elastic factor of the two-site
nucleus is one and the harmonic formula underestimates it. -/
theorem harmonic_underestimates {k a : ℝ} {n : ℤ} (hn : n ≠ 0) (h : k * a = n * π) :
    elasticFactor equalOccupation (twoSites a) k = 1 ∧
      harmonicFactor equalOccupation (twoSites a) k < 1 := by
  rw [elasticFactor_twoSites, harmonicFactor_twoSites, h]
  constructor
  · rw [Real.cos_sq', Real.sin_int_mul_pi]
    norm_num
  · have hy : (n : ℝ) * π ≠ 0 := mul_ne_zero (Int.cast_ne_zero.mpr hn) pi_ne_zero
    have hp : 0 < ((n : ℝ) * π) ^ 2 := by positivity
    exact Real.exp_lt_one (by linarith)

end

end HarmonicUnderestimates
```

Lean reports:

```
Main.lean:61:10: error(lean.unknownIdentifier): Unknown constant `Real.exp_lt_one`
```

This version goes through:

```diff
@@ -59,5 +59,5 @@
   · have hy : (n : ℝ) * π ≠ 0 := mul_ne_zero (Int.cast_ne_zero.mpr hn) pi_ne_zero
     have hp : 0 < ((n : ℝ) * π) ^ 2 := by positivity
-    exact Real.exp_lt_one (by linarith)
+    exact Real.exp_lt_one_iff.mpr (by linarith)
 
 end
```

Cause. The single message says that Lean knows no constant called `Real.exp_lt_one`. The proof calls it in its last step, as a lemma that would turn a proof that the exponent is negative into a proof that the exponential is less than 1. With no such lemma under that name, the step fails, though the mathematics behind it is sound.

The repair uses `Real.exp_lt_one_iff`, which states that exp x < 1 if and only if x < 0. Because this is an equivalence, `.mpr` is needed to take its right-to-left direction, from x < 0 to exp x < 1. What remains to be shown is that −(nπ)² < 0, and the unchanged `by linarith` gets this from `hp`, which says that (nπ)² is positive.
